# Fano's inequality for two variables on the same finite set

## From one spin to \(N\) states

A spin is prepared up or down, and a detector reports up or down. Let \(X\) be the prepared state, \(Y\) the report, and \(P(x,y)\) their joint probability. The detector is wrong with probability \(e=\sum_{x\ne y}P(x,y)\); the letter \(e\) always means this probability, never the base of the logarithm. How uncertain can \(X\) still be once \(Y\) is known?

Write \(P_Y(y)=\sum_x P(x,y)\), and let \(S=-\sum p\ln p\) be the entropy of a distribution, with \(0\ln 0=0\). The remaining uncertainty is \(S(XY)-S(Y)\). Compare \(P\) with a joint distribution \(Q\) that has the same \(P_Y\) and the same error probability, but in which every report is wrong with the same probability \(e\); the prepared states may occur in it with other frequencies than in \(P\):

\[
Q(x,y)=P_Y(y)\times\begin{cases}1-e, & x=y\\ e, & x\neq y.\end{cases}
\]

The Gibbs inequality, derived below, says \(S(XY)\le-\sum P\ln Q\). The logarithm of the product splits, and the right side becomes \(S(Y)-e\ln e-(1-e)\ln(1-e)\). Two outcomes therefore leave at most the entropy of the question "was the report right?".

With \(N\ge2\) states, an error also leaves open which of the \(N-1\) other states was prepared:

\[
S(XY)-S(Y)\le e\ln(N-1)-e\ln e-(1-e)\ln(1-e).
\]

Fano's inequality is often stated for an observation in some other set, from which \(X\) is then guessed. Here \(Y\) is already the guess and takes values in the same set as \(X\).

## Comparison with symmetric noise

**Gibbs inequality.** For \(t>0\), \(\ln t\le t-1\), with equality only at \(t=1\). Put \(t=q/p\) with \(p,q>0\) and multiply by \(-p\):

\[
p\ln p-p\ln q\ge p-q,
\]

with equality only at \(p=q\). If \(p=0\), this reads \(0\ge-q\), and equality again means \(p=q\). Now sum over two probability vectors, where \(p_i=0\) whenever \(q_i=0\). The right sides add to zero, so \(-\sum p_i\ln p_i\le-\sum p_i\ln q_i\), with equality exactly when the vectors agree.

**The reference distribution.** Take \(Q(x,y)=P_Y(y)(1-e)\) for \(x=y\) and \(Q(x,y)=P_Y(y)\,e/(N-1)\) otherwise. Summing over \(x\) gives

\[
P_Y(y)\left[(1-e)+(N-1)\frac{e}{N-1}\right]=P_Y(y),
\]

so \(Q\) is normalised. If \(P(x,y)>0\), then \(P_Y(y)>0\). Moreover \(1-e>0\) if \(x=y\), and \(e>0\) if \(x\ne y\), because each of these sums contains \(P(x,y)\). Hence \(Q(x,y)>0\) there.

**The cross entropy.** Only terms with \(P(x,y)>0\) contribute, and in them the logarithm splits:

\[
\begin{aligned}
-\sum_{x,y}P\ln Q&=-\sum_y P_Y\ln P_Y-(1-e)\ln(1-e)-e\ln\frac{e}{N-1}\\
&=S(Y)+e\ln(N-1)-e\ln e-(1-e)\ln(1-e).
\end{aligned}
\]

Gibbs' inequality and subtraction of \(S(Y)\) give the claim, with equality exactly when \(P=Q\).

**Three states.** Let \(Y\) be uniform on \(\{0,1,2\}\), and let \(X\) be \(Y\) or \(Y+1\) modulo 3, each with probability \(1/2\). Then \(S(XY)-S(Y)=\ln2\approx0.693\) and \(e=1/2\), so the bound is \(\tfrac12\ln2+\ln2\approx1.040\). Spreading the errors evenly gives conditional probabilities \(1/2,1/4,1/4\), whose entropy is \(\tfrac32\ln2\), exactly the bound.

**Without normalisation.** Nonnegative entries alone are not enough. For \(N=2\), set all four entries to \(1/2\), with total 2. Both marginal entries are 1, so the entropy difference is \(2\ln2\), while \(e=1\) makes the bound zero.

## Distributions, entropies and errors in Lean

The type `α` is the finite set of \(N\) points, with \(N\) written `Fintype.card α`; `ι` indexes a general probability vector.

```lean
import Mathlib

open Real

namespace FanoInequality

noncomputable section

variable {ι α : Type*} [Fintype ι] [Fintype α] [DecidableEq α]
```

`IsProb` contains both conditions on a probability vector.

```lean
/-- A probability vector: nonnegative entries with sum one. -/
def IsProb (p : ι → ℝ) : Prop := (∀ i, 0 ≤ p i) ∧ ∑ i, p i = 1
```

Entropy uses the natural logarithm and has no factor of Boltzmann's constant. Mathlib's `negMulLog` is \(-p\ln p\), with value zero at \(p=0\).

```lean
/-- The entropy `-∑ p ln p`, with `0 ln 0 = 0`. -/
def entropy (p : ι → ℝ) : ℝ := ∑ i, negMulLog (p i)
```

In a pair `z`, the component `z.1` is \(x\) and `z.2` is \(y\). The marginal sums over the first.

```lean
/-- The distribution of `Y` when `(X, Y)` has joint distribution `P`. -/
def marginalY (P : α × α → ℝ) (y : α) : ℝ := ∑ x, P (x, y)
```

Conditional entropy is defined as the difference in the claim.

```lean
/-- The conditional entropy `S(XY) - S(Y)`. -/
def condEntropy (P : α × α → ℝ) : ℝ := entropy P - entropy (marginalY P)
```

The error probability keeps only the off-diagonal entries.

```lean
/-- The probability that `X` differs from `Y`. -/
def errorProb (P : α × α → ℝ) : ℝ := ∑ z : α × α, if z.1 = z.2 then 0 else P z
```

The distribution \(Q\) is `noisyJoint q e`, with \(q\) in place of \(P_Y\).

```lean
/-- Symmetric noise on a set of `N ≥ 2` points: `Y` has distribution `q`, `X` equals `Y` with
weight `1 - e`, and takes each other value with weight `e / (N - 1)`. -/
def noisyJoint (q : α → ℝ) (e : ℝ) (z : α × α) : ℝ :=
  q z.2 * (if z.1 = z.2 then 1 - e else e / ((Fintype.card α : ℝ) - 1))
```

## The Gibbs inequality and its equality case

The first lemma is the estimate for one term. The case \(p=0\) is treated separately; for \(p>0\), `key` writes the gap as \(p(t-1-\ln t)\) with \(t=q/p\). The strict logarithm inequality settles equality.

```lean
/-- For nonnegative `p` and `q`, with `p = 0` whenever `q = 0`, one has
`p - q ≤ p ln p - p ln q`, and equality forces `p = q`. -/
theorem gibbs_term {p q : ℝ} (hp : 0 ≤ p) (hq : 0 ≤ q) (h : q = 0 → p = 0) :
    p - q ≤ p * log p - p * log q ∧ (p - q = p * log p - p * log q → p = q) := by
  rcases hp.eq_or_lt with rfl | hp'
  · constructor
    · simpa using hq
    · intro h0
      simp only [zero_mul] at h0
      linarith
  · have hq' : 0 < q := lt_of_le_of_ne hq (fun h0 => hp'.ne' (h h0.symm))
    have hx := div_pos hq' hp'
    have hc : p * (q / p) = q := by field_simp
    -- the gap is `p (x - 1 - ln x)` at `x = q / p`
    have key : p * log p - p * log q - (p - q) = p * (q / p - 1 - log (q / p)) := by
      rw [log_div hq'.ne' hp'.ne']
      linear_combination -hc
    constructor
    · have h1 := mul_nonneg hp (sub_nonneg.2 (log_le_sub_one_of_pos hx))
      rw [← key] at h1
      linarith
    · intro heq
      by_contra hne
      have h1 : q / p ≠ 1 := fun h1 => hne ((div_eq_one_iff_eq hp'.ne').1 h1).symm
      have h2 := mul_pos hp' (sub_pos.2 (log_lt_sub_one_of_pos hx h1))
      rw [← key] at h2
      linarith
```

Summation gives the inequality for whole vectors. For equality, `Finset.sum_eq_sum_iff_of_le` turns equal sums of ordered terms into equal terms.

```lean
/-- Gibbs inequality: the entropy of `p` is at most its cross entropy with `q`, with equality
exactly at `p = q`, for probability vectors such that `p` vanishes wherever `q` does. -/
theorem gibbs {p q : ι → ℝ} (hp : IsProb p) (hq : IsProb q) (h : ∀ i, q i = 0 → p i = 0) :
    entropy p ≤ -∑ i, p i * log (q i) ∧
      (entropy p = -∑ i, p i * log (q i) ↔ p = q) := by
  have hS : entropy p = -∑ i, p i * log (p i) := by
    simp only [entropy, negMulLog, neg_mul, Finset.sum_neg_distrib]
  have ht := fun i => gibbs_term (hp.1 i) (hq.1 i) (h i)
  have h0 : ∑ i, (p i - q i) = 0 := by
    rw [Finset.sum_sub_distrib, hp.2, hq.2, sub_self]
  have hD : ∑ i, (p i * log (p i) - p i * log (q i))
      = ∑ i, p i * log (p i) - ∑ i, p i * log (q i) := by
    rw [Finset.sum_sub_distrib]
  have hle := Finset.sum_le_sum (fun i (_ : i ∈ Finset.univ) => (ht i).1)
  refine ⟨by linarith, fun heq => ?_, ?_⟩
  · -- equality of the sums forces equality term by term
    have hs : ∑ i, (p i - q i) = ∑ i, (p i * log (p i) - p i * log (q i)) := by linarith
    have hall := (Finset.sum_eq_sum_iff_of_le (fun i _ => (ht i).1)).1 hs
    funext i
    exact (ht i).2 (hall i (Finset.mem_univ i))
  · rintro rfl
    exact hS
```

## Properties of the reference distribution

The diagonal and off-diagonal sums add to one, which gives the agreement probability.

```lean
/-- For a normalised joint distribution, `X` and `Y` agree with probability one minus the
error probability. -/
theorem agreement {P : α × α → ℝ} (hP : ∑ z, P z = 1) :
    ∑ y, P (y, y) = 1 - errorProb P := by
  have h1 : ∑ y, P (y, y) = ∑ z : α × α, if z.1 = z.2 then P z else 0 := by
    simp [Fintype.sum_prod_type]
  have h2 : (∑ z : α × α, if z.1 = z.2 then P z else 0) + errorProb P = ∑ z, P z := by
    unfold errorProb
    rw [← Finset.sum_add_distrib]
    refine Finset.sum_congr rfl fun z _ => ?_
    split_ifs <;> simp
  linarith
```

The next theorem checks normalisation, marginal and error probability of the noise. In `hsplit`, each entry is a value independent of \(x\) plus a correction at \(x=y\), so the sum over \(x\) is immediate. The error probability then follows from `agreement`.

```lean
/-- On at least two points, symmetric noise with `0 ≤ e ≤ 1` and a probability vector `q` gives
a joint probability vector with `Y`-marginal `q` and error probability `e`. -/
theorem noisyJoint_spec (hN : 2 ≤ Fintype.card α) {q : α → ℝ} (hq : IsProb q) {e : ℝ}
    (he0 : 0 ≤ e) (he1 : e ≤ 1) :
    IsProb (noisyJoint q e) ∧ marginalY (noisyJoint q e) = q ∧
      errorProb (noisyJoint q e) = e := by
  have hN2 : (2 : ℝ) ≤ Fintype.card α := by exact_mod_cast hN
  have hN' : 0 < (Fintype.card α : ℝ) - 1 := by linarith
  have hm : marginalY (noisyJoint q e) = q := by
    funext y
    have hsplit : ∀ x, noisyJoint q e (x, y) = q y * (e / ((Fintype.card α : ℝ) - 1)) +
        if x = y then q y * (1 - e - e / ((Fintype.card α : ℝ) - 1)) else 0 := by
      intro x
      dsimp only [noisyJoint]
      split_ifs <;> ring
    have hc : e / ((Fintype.card α : ℝ) - 1) * ((Fintype.card α : ℝ) - 1) = e :=
      div_mul_cancel₀ _ hN'.ne'
    simp only [marginalY, hsplit, Finset.sum_add_distrib, Finset.sum_const, Finset.card_univ,
      nsmul_eq_mul, Finset.sum_ite_eq', Finset.mem_univ, if_true]
    linear_combination q y * hc
  have hsum : ∑ z, noisyJoint q e z = 1 := by
    rw [Fintype.sum_prod_type_right]
    change ∑ y, marginalY (noisyJoint q e) y = 1
    rw [hm, hq.2]
  refine ⟨⟨fun z => mul_nonneg (hq.1 _) ?_, hsum⟩, hm, ?_⟩
  · split_ifs
    · linarith
    · exact div_nonneg he0 hN'.le
  · have h1 := agreement hsum
    have h2 : ∑ y, noisyJoint q e (y, y) = 1 - e := by
      simp [noisyJoint, ← Finset.sum_mul, hq.2]
    linarith
```

Positivity of the factors comes from comparing one entry with a sum of nonnegative entries that contains it.

```lean
/-- If the pair `z` has nonzero probability, then so does its `Y`-value, and so does the event,
agreement or error, to which `z` belongs. -/
theorem pos_of_ne_zero {P : α × α → ℝ} (hP : IsProb P) (z : α × α) (hz : P z ≠ 0) :
    0 < marginalY P z.2 ∧ (z.1 = z.2 → 0 < 1 - errorProb P) ∧
      (z.1 ≠ z.2 → 0 < errorProb P) := by
  have hpos : 0 < P z := lt_of_le_of_ne (hP.1 z) hz.symm
  obtain ⟨x, y⟩ := z
  refine ⟨hpos.trans_le (Finset.single_le_sum (f := fun x' => P (x', y))
    (fun i _ => hP.1 _) (Finset.mem_univ x)), fun h => ?_, fun h => ?_⟩
  · obtain rfl : x = y := h
    rw [← agreement hP.2]
    exact hpos.trans_le (Finset.single_le_sum (f := fun y' => P (y', y'))
      (fun i _ => hP.1 _) (Finset.mem_univ x))
  · have h' : x ≠ y := h
    have h1 := Finset.single_le_sum (f := fun z : α × α => if z.1 = z.2 then (0 : ℝ) else P z)
      (fun i _ => by
        show (0 : ℝ) ≤ if i.1 = i.2 then 0 else P i
        split_ifs
        exacts [le_rfl, hP.1 i]) (Finset.mem_univ (x, y))
    simp only [h', if_false] at h1
    exact hpos.trans_le h1
```

In the cross entropy, `hterm` splits the logarithm where `P z` is nonzero and is trivial elsewhere. Summing its three parts produces \(S(Y)\), the total probability and \(e\).

```lean
/-- On `N ≥ 2` points, the cross entropy of a joint probability vector `P` with the symmetric-noise
distribution of the same `Y`-marginal and error probability `e` is
`S(Y) + e ln(N-1) - e ln e - (1-e) ln(1-e)`. -/
theorem cross_entropy (hN : 2 ≤ Fintype.card α) {P : α × α → ℝ} (hP : IsProb P) :
    -∑ z, P z * log (noisyJoint (marginalY P) (errorProb P) z) =
      entropy (marginalY P) + (errorProb P * log ((Fintype.card α : ℝ) - 1)
        - errorProb P * log (errorProb P) - (1 - errorProb P) * log (1 - errorProb P)) := by
  have hN2 : (2 : ℝ) ≤ Fintype.card α := by exact_mod_cast hN
  have hN' : 0 < (Fintype.card α : ℝ) - 1 := by linarith
  -- the logarithm splits wherever `P` is nonzero
  have hterm : ∀ z, P z * log (noisyJoint (marginalY P) (errorProb P) z) =
      P z * log (marginalY P z.2) + (log (1 - errorProb P) * P z +
        (log (errorProb P) - log ((Fintype.card α : ℝ) - 1) - log (1 - errorProb P)) *
          (if z.1 = z.2 then 0 else P z)) := by
    intro z
    by_cases hz : P z = 0
    · simp [hz]
    obtain ⟨hm, hd, ho⟩ := pos_of_ne_zero hP z hz
    unfold noisyJoint
    split_ifs with h
    · rw [log_mul hm.ne' (hd h).ne']
      ring
    · rw [log_mul hm.ne' (div_pos (ho h) hN').ne', log_div (ho h).ne' hN'.ne']
      ring
  have hm : ∑ z, P z * log (marginalY P z.2) = -entropy (marginalY P) := by
    rw [Fintype.sum_prod_type_right]
    simp only [entropy, negMulLog, neg_mul, Finset.sum_neg_distrib, neg_neg]
    refine Finset.sum_congr rfl fun y _ => ?_
    rw [← Finset.sum_mul]
    rfl
  have he : (∑ z : α × α, if z.1 = z.2 then 0 else P z) = errorProb P := rfl
  rw [Finset.sum_congr rfl fun z _ => hterm z, Finset.sum_add_distrib, Finset.sum_add_distrib,
    ← Finset.mul_sum, ← Finset.mul_sum, hm, hP.2, he]
  ring
```

## The bound, its attainment and a weaker form

The main theorem assumes at least two points and a joint probability vector `P`. It states the inequality and that equality is equivalent to `P` being its own \(Y\)-marginal with symmetric noise. The proof establishes \(0\le e\le1\) and the support condition `hsupp`, applies `gibbs`, and inserts `cross_entropy`.

```lean
/-- Fano inequality: on `N ≥ 2` points, with `e` the probability that `X` differs from `Y`,
`S(XY) - S(Y) ≤ e ln(N-1) - e ln e - (1-e) ln(1-e)`. Equality holds exactly when the joint
distribution is its `Y`-marginal with symmetric noise. -/
theorem fano_inequality (hN : 2 ≤ Fintype.card α) {P : α × α → ℝ} (hP : IsProb P) :
    condEntropy P ≤ errorProb P * log ((Fintype.card α : ℝ) - 1)
        - errorProb P * log (errorProb P) - (1 - errorProb P) * log (1 - errorProb P) ∧
      (condEntropy P = errorProb P * log ((Fintype.card α : ℝ) - 1)
        - errorProb P * log (errorProb P) - (1 - errorProb P) * log (1 - errorProb P) ↔
        P = noisyJoint (marginalY P) (errorProb P)) := by
  have hN2 : (2 : ℝ) ≤ Fintype.card α := by exact_mod_cast hN
  have hN' : 0 < (Fintype.card α : ℝ) - 1 := by linarith
  have hmarg : IsProb (marginalY P) := by
    refine ⟨fun y => Finset.sum_nonneg fun x _ => hP.1 _, ?_⟩
    rw [← hP.2, Fintype.sum_prod_type_right]
    rfl
  have he0 : 0 ≤ errorProb P := by
    refine Finset.sum_nonneg fun z _ => ?_
    split_ifs
    exacts [le_rfl, hP.1 z]
  have he1 : errorProb P ≤ 1 := by
    have h1 := agreement hP.2
    have h2 : 0 ≤ ∑ y, P (y, y) := Finset.sum_nonneg fun y _ => hP.1 _
    linarith
  have hsupp : ∀ z, noisyJoint (marginalY P) (errorProb P) z = 0 → P z = 0 := by
    intro z h0
    by_contra hz
    obtain ⟨hm, hd, ho⟩ := pos_of_ne_zero hP z hz
    unfold noisyJoint at h0
    split_ifs at h0 with h
    · exact (mul_pos hm (hd h)).ne' h0
    · exact (mul_pos hm (div_pos (ho h) hN')).ne' h0
  -- compare `P` with the symmetric-noise distribution
  have g := gibbs hP (noisyJoint_spec hN hmarg he0 he1).1 hsupp
  rw [cross_entropy hN hP] at g
  unfold condEntropy
  refine ⟨by linarith [g.1], fun h => g.2.1 (by linarith), fun h => ?_⟩
  have h1 := g.2.2 h
  linarith
```

Conversely, any distribution \(q\) of \(Y\) and any \(e\in[0,1]\) can be prescribed, and symmetric noise attains the bound. This is the equality case applied to `noisyJoint q e`.

```lean
/-- On `N ≥ 2` points the Fano bound is attained for every distribution `q` of `Y` and every
error probability `e` in `[0, 1]`, by symmetric noise. -/
theorem fano_attained (hN : 2 ≤ Fintype.card α) {q : α → ℝ} (hq : IsProb q) {e : ℝ}
    (he0 : 0 ≤ e) (he1 : e ≤ 1) :
    condEntropy (noisyJoint q e) =
      e * log ((Fintype.card α : ℝ) - 1) - e * log e - (1 - e) * log (1 - e) := by
  obtain ⟨hP, hm, he⟩ := noisyJoint_spec hN hq he0 he1
  have h := (fano_inequality hN hP).2.2 (by rw [hm, he])
  rw [he] at h
  exact h
```

Since \(-e\ln e-(1-e)\ln(1-e)\le\ln2\), a simpler bound follows. For \(N\ge3\), division by \(\ln(N-1)\) gives a lower bound on the error probability; for \(N=2\) it says only that the conditional entropy is at most \(\ln2\).

```lean
/-- A weaker form of the Fano bound: on `N ≥ 2` points, the conditional entropy minus `ln 2` is at
most the error probability times `ln(N-1)`. -/
theorem fano_error_bound (hN : 2 ≤ Fintype.card α) {P : α × α → ℝ} (hP : IsProb P) :
    condEntropy P - log 2 ≤ errorProb P * log ((Fintype.card α : ℝ) - 1) := by
  have hb : binEntropy (errorProb P) ≤ log 2 := binEntropy_le_log_two
  rw [binEntropy_eq_negMulLog_add_negMulLog_one_sub] at hb
  simp only [negMulLog, neg_mul] at hb
  linarith [(fano_inequality hN hP).1]

end

end FanoInequality
```

```lean
#print axioms FanoInequality.fano_inequality
-- 'FanoInequality.fano_inequality' depends on axioms: [propext, Classical.choice, Quot.sound]
#print axioms FanoInequality.fano_attained
-- 'FanoInequality.fano_attained' depends on axioms: [propext, Classical.choice, Quot.sound]
#print axioms FanoInequality.fano_error_bound
-- 'FanoInequality.fano_error_bound' depends on axioms: [propext, Classical.choice, Quot.sound]
```

For the readout of an \(N\)-level quantum system, the inequality limits how small the misassignment probability can be at a given conditional entropy, provided that \(X\) and \(Y\) are classical labels of preparation and result. It does not concern the entropies of entangled density matrices, for which the analogous difference can be negative. That `P` describes the actual device is an assumption. Such a `P` can be computed from the probabilities of the preparations, the Born rule and a model of the detector, or estimated from measured joint frequencies.
